# Exactly $10m^2+2$ atoms lie $2m$ bonds from any atom of the ideal diamond crystal, for every $m\ge 1$

## Question

In an ideal, infinite diamond crystal, call nearest neighbours bonded, and let the bond distance between two atoms be the smallest number of bonds joining them. Around any atom I count 12 atoms at distance 2 and 42 at distance 4, which fits $10m^2+2$ at distance $2m$. Does this hold for every $m\ge1$? I would like a derivation that starts from the crystal geometry, and a machine-checked proof.

## Answer

Yes. Label each atom by $x=(x_0,x_1,x_2,x_3)\in\mathbb Z^4$ with $\sum_i x_i\in\{0,1\}$, one value per sublattice (`Atom`). In quarters of the cubic cell edge, its `position` is $\sum_i x_i b_i$, with

$$b_0=(1,1,1),\; b_1=(1,-1,-1),\; b_2=(-1,1,-1),\; b_3=(-1,-1,1).$$

`position_range` proves that these positions are exactly an fcc lattice and its copy shifted by $(1,1,1)$. The graph `diamond` joins atoms at squared distance 3, and `diamond.dist` is the bond distance.

### From geometry to taxicab distance

Let $d=x-y$. Since $b_i\cdot b_j=4\delta_{ij}-1$, the squared distance is

$$4\sum_i d_i^2-\Big(\sum_i d_i\Big)^2,\qquad \sum_i d_i\in\{-1,0,1\}.$$

For $d\ne0$ this is at least 3, with equality exactly when one coordinate differs by one unit (`sqDist_eq`, `three_le_sqDist`, `bonded_iff`). Distinct labels are therefore distinct sites.

Let $T=\sum_i|d_i|$ (`taxicab`). A bond changes $T$ by at most 1, so at least $T$ bonds are needed (`taxicab_le_length`). Conversely, let $x\neq y$. If $\sum_i x_i=0$, some $x_i<y_i$, and raising $x_i$ by one gives an atom closer to $y$. If $\sum_i x_i=1$, some $x_i>y_i$, and lowering it does the same (`exists_closer`). Induction on $T$ builds a path of $T$ bonds, so the bond distance is $T$ (`bond_distance`).

### Counting the shell

The set `shell m` holds the $d\in\mathbb Z^4$ with $\sum_i d_i=0$ and $\sum_i|d_i|=2m$. The positive entries sum to $m$ and the negative ones to $-m$, so $s=d_0+d_1$ satisfies $|s|\le m$.

- If $s=\pm m$, each pair $(d_0,d_1)$, $(d_2,d_3)$ has entries of one sign, with $m+1$ choices per pair: $(m+1)^2$ tuples for each sign.
- If $|s|<m$, write $|d_0|+|d_1|=|s|+2u$ and $|d_2|+|d_3|=|s|+2v$, so $u+v=m-|s|$. A pair has $|s|+1$ choices when its excess ($u$ or $v$) is 0, and 2 otherwise. The two end cases give $4(|s|+1)$ and the $m-|s|-1$ others give 4 each: $4m$ in all.

Hence

$$2(m+1)^2+(2m-1)\,4m=10m^2+2.$$

In Lean, `shellPoint` parametrises the two caps ($d_0+d_1=\pm m$, where its argument `s` stands for $\pm d_0$ instead) and, for each $s$ with $|s|<m$, cuts the loop of $4m$ tuples into four arcs of $m$. `tag` recovers the parameters, which gives injectivity; `exists_params` gives surjectivity; `card_params` counts. The case checks are linear integer arithmetic, done by `omega`.

### Back to atoms

Fix an atom $a$. If $x$ is at distance $2m$, then $\sum_i(a_i-x_i)$ is even and lies in $\{-1,0,1\}$, so it is 0. Thus $x\mapsto a-x$ maps these atoms one-to-one onto the shell, which proves `coordination_sequence_even`: for every atom `a` and `1 ≤ m`, the set has `10 * m ^ 2 + 2` elements. At $m=0$ there is one atom, while the formula gives 2.

The theorem concerns even distances in the perfect infinite crystal, without surfaces or defects. In a non-interacting tight-binding model on this lattice, with one orbital per site and uniform non-zero nearest-neighbour hopping, the number counts the sites first reached from the orbital of a single site by the $2m$-th power of the Hamiltonian.

```lean
import Mathlib

open Finset

namespace DiamondCoordination

/-- An atom of diamond, labelled by an integer 4-tuple with coordinate sum 0 or 1
(one value for each of the two sublattices). -/
abbrev Atom := {x : Fin 4 → ℤ // ∑ i, x i = 0 ∨ ∑ i, x i = 1}

/-- Cartesian position, in quarters of the cubic cell edge: the combination of the four
tetrahedral bond vectors with coefficients `x`. -/
def position (x : Fin 4 → ℤ) : Fin 3 → ℤ :=
  ![x 0 + x 1 - x 2 - x 3, x 0 - x 1 + x 2 - x 3, x 0 - x 1 - x 2 + x 3]

/-- The face-centred cubic lattice with cell edge 4. -/
def IsFcc (p : Fin 3 → ℤ) : Prop :=
  2 ∣ p 0 ∧ 2 ∣ p 1 ∧ 2 ∣ p 2 ∧ 4 ∣ p 0 + p 1 + p 2

/-- Squared distance between two atoms. -/
def sqDist (x y : Atom) : ℤ := ∑ j, (position x.1 j - position y.1 j) ^ 2

/-- The bond network: distinct atoms are bonded when their squared distance is 3. -/
def diamond : SimpleGraph Atom := SimpleGraph.fromRel fun x y => sqDist x y = 3

/-- The sum of the absolute coordinate differences of two atoms. -/
def taxicab (x y : Atom) : ℕ := ∑ i, (x.1 i - y.1 i).natAbs

/-- Integer 4-tuples with coordinate sum zero and sum of absolute values `2m`. -/
def shell (m : ℕ) : Set (Fin 4 → ℤ) :=
  {x | ∑ i, x i = 0 ∧ ∑ i, (x i).natAbs = 2 * m}

/-- The atoms occupy exactly an fcc lattice and its copy shifted by (1,1,1). -/
theorem position_range (p : Fin 3 → ℤ) :
    (∃ x : Atom, position x.1 = p) ↔ IsFcc p ∨ IsFcc (fun j => p j - 1) := by
  constructor
  · rintro ⟨⟨x, hx⟩, rfl⟩
    have h0 : position x 0 = x 0 + x 1 - x 2 - x 3 := rfl
    have h1 : position x 1 = x 0 - x 1 + x 2 - x 3 := rfl
    have h2 : position x 2 = x 0 - x 1 - x 2 + x 3 := rfl
    simp only [Fin.sum_univ_four] at hx
    simp only [IsFcc]
    rcases hx with hx | hx
    · left; refine ⟨?_, ?_, ?_, ?_⟩ <;> omega
    · right; refine ⟨?_, ?_, ?_, ?_⟩ <;> omega
  · rintro (⟨⟨a, ha⟩, ⟨b, hb⟩, ⟨c, hc⟩, ⟨d, hd⟩⟩ | ⟨⟨a, ha⟩, ⟨b, hb⟩, ⟨c, hc⟩, ⟨d, hd⟩⟩)
    · refine ⟨⟨![d, a - d, b - d, c - d], Or.inl ?_⟩, ?_⟩
      · rw [Fin.sum_univ_four]
        change d + (a - d) + (b - d) + (c - d) = 0
        omega
      · funext j
        fin_cases j
        · change d + (a - d) - (b - d) - (c - d) = p 0; omega
        · change d - (a - d) + (b - d) - (c - d) = p 1; omega
        · change d - (a - d) - (b - d) + (c - d) = p 2; omega
    · have ha' : p 0 - 1 = 2 * a := ha
      have hb' : p 1 - 1 = 2 * b := hb
      have hc' : p 2 - 1 = 2 * c := hc
      have hd' : p 0 - 1 + (p 1 - 1) + (p 2 - 1) = 4 * d := hd
      refine ⟨⟨![d + 1, a - d, b - d, c - d], Or.inr ?_⟩, ?_⟩
      · rw [Fin.sum_univ_four]
        change d + 1 + (a - d) + (b - d) + (c - d) = 1
        omega
      · funext j
        fin_cases j
        · change d + 1 + (a - d) - (b - d) - (c - d) = p 0; omega
        · change d + 1 - (a - d) + (b - d) - (c - d) = p 1; omega
        · change d + 1 - (a - d) - (b - d) + (c - d) = p 2; omega

lemma natAbs_le_sq (a : ℤ) : (a.natAbs : ℤ) ≤ a ^ 2 := by
  have h := Int.natAbs_sq a
  rcases Nat.eq_zero_or_pos a.natAbs with h0 | h0
  · rw [h0, Nat.cast_zero]; exact sq_nonneg a
  · have : (1 : ℤ) ≤ a.natAbs := by exact_mod_cast h0
    nlinarith

lemma sq_eq_natAbs (a : ℤ) (h : a.natAbs ≤ 1) : a ^ 2 = (a.natAbs : ℤ) := by
  have : a = -1 ∨ a = 0 ∨ a = 1 := by omega
  rcases this with rfl | rfl | rfl <;> rfl

lemma vec_eq {a b c d : ℤ} {x : Fin 4 → ℤ}
    (h : a = x 0 ∧ b = x 1 ∧ c = x 2 ∧ d = x 3) : ![a, b, c, d] = x := by
  funext i
  fin_cases i
  exacts [h.1, h.2.1, h.2.2.1, h.2.2.2]

/-- The squared distance in terms of the integer labels. -/
lemma sqDist_eq (x y : Atom) : sqDist x y =
    4 * (∑ i, (x.1 i - y.1 i) ^ 2) - ((∑ i, x.1 i) - (∑ i, y.1 i)) ^ 2 := by
  have h0 : ∀ z, position z 0 = z 0 + z 1 - z 2 - z 3 := fun _ => rfl
  have h1 : ∀ z, position z 1 = z 0 - z 1 + z 2 - z 3 := fun _ => rfl
  have h2 : ∀ z, position z 2 = z 0 - z 1 - z 2 + z 3 := fun _ => rfl
  simp only [sqDist, Fin.sum_univ_three, Fin.sum_univ_four, h0, h1, h2]
  ring

/-- Distinct atoms have squared distance at least 3. -/
theorem three_le_sqDist {x y : Atom} (hne : x ≠ y) : 3 ≤ sqDist x y := by
  have hx := x.2
  have hy := y.2
  have hS := sq_eq_natAbs ((∑ i, x.1 i) - (∑ i, y.1 i)) (by omega)
  have hS1 : ((∑ i, x.1 i) - (∑ i, y.1 i)).natAbs ≤ 1 := by omega
  have hpos : 0 < ∑ i, (x.1 i - y.1 i) ^ 2 := by
    obtain ⟨i, hi⟩ := Function.ne_iff.1 (fun h => hne (Subtype.ext h))
    exact Finset.sum_pos' (fun j _ => sq_nonneg _)
      ⟨i, Finset.mem_univ i, pow_pos_of_ne (sub_ne_zero.2 hi)⟩
  rw [sqDist_eq, hS]
  omega
where
  pow_pos_of_ne {a : ℤ} (h : a ≠ 0) : 0 < a ^ 2 := by positivity

/-- Two atoms are bonded exactly when their labels differ by one unit in one coordinate. -/
theorem bonded_iff (x y : Atom) : diamond.Adj x y ↔ taxicab x y = 1 := by
  have hs : sqDist y x = sqDist x y := by
    rw [sqDist_eq, sqDist_eq]; simp only [Fin.sum_univ_four]; ring
  have hx := x.2
  have hy := y.2
  have hS := sq_eq_natAbs ((∑ i, x.1 i) - (∑ i, y.1 i)) (by omega)
  simp only [diamond, SimpleGraph.fromRel_adj, hs, or_self]
  rw [sqDist_eq, hS]
  simp only [taxicab, Fin.sum_univ_four] at hx hy ⊢
  constructor
  · rintro ⟨-, h⟩
    have q0 := natAbs_le_sq (x.1 0 - y.1 0)
    have q1 := natAbs_le_sq (x.1 1 - y.1 1)
    have q2 := natAbs_le_sq (x.1 2 - y.1 2)
    have q3 := natAbs_le_sq (x.1 3 - y.1 3)
    omega
  · intro h
    have q0 := sq_eq_natAbs (x.1 0 - y.1 0) (by omega)
    have q1 := sq_eq_natAbs (x.1 1 - y.1 1) (by omega)
    have q2 := sq_eq_natAbs (x.1 2 - y.1 2) (by omega)
    have q3 := sq_eq_natAbs (x.1 3 - y.1 3) (by omega)
    refine ⟨?_, by omega⟩
    rintro rfl
    simp at h

lemma taxicab_le_length {x y : Atom} (p : diamond.Walk x y) : taxicab x y ≤ p.length := by
  induction p with
  | nil => simp [taxicab]
  | @cons u v w h p ih =>
    have h1 := (bonded_iff _ _).1 h
    have h2 : taxicab u w ≤ taxicab u v + taxicab v w := by
      unfold taxicab
      rw [← Finset.sum_add_distrib]
      exact Finset.sum_le_sum fun i _ => by omega
    rw [SimpleGraph.Walk.length_cons]
    omega

lemma hop (x y : Atom) (n : ℕ) (a b c d : ℤ) (hs : a + b + c + d = 0 ∨ a + b + c + d = 1)
    (h1 : (x.1 0 - a).natAbs + (x.1 1 - b).natAbs + (x.1 2 - c).natAbs
      + (x.1 3 - d).natAbs = 1)
    (h2 : (a - y.1 0).natAbs + (b - y.1 1).natAbs + (c - y.1 2).natAbs
      + (d - y.1 3).natAbs = n) : ∃ z, diamond.Adj x z ∧ taxicab z y = n :=
  ⟨⟨![a, b, c, d], by rw [Fin.sum_univ_four]; exact hs⟩,
    (bonded_iff _ _).2 (by rw [taxicab, Fin.sum_univ_four]; exact h1),
    by rw [taxicab, Fin.sum_univ_four]; exact h2⟩

/-- From an atom different from the target, some bond leads one unit closer to it. -/
lemma exists_closer (x y : Atom) (n : ℕ) (h : taxicab x y = n + 1) :
    ∃ z, diamond.Adj x z ∧ taxicab z y = n := by
  have hx := x.2
  have hy := y.2
  simp only [taxicab, Fin.sum_univ_four] at h hx hy
  rcases hx with hx | hx
  · have : x.1 0 < y.1 0 ∨ x.1 1 < y.1 1 ∨ x.1 2 < y.1 2 ∨ x.1 3 < y.1 3 := by omega
    rcases this with g | g | g | g
    · exact hop x y n (x.1 0 + 1) (x.1 1) (x.1 2) (x.1 3) (by omega) (by omega) (by omega)
    · exact hop x y n (x.1 0) (x.1 1 + 1) (x.1 2) (x.1 3) (by omega) (by omega) (by omega)
    · exact hop x y n (x.1 0) (x.1 1) (x.1 2 + 1) (x.1 3) (by omega) (by omega) (by omega)
    · exact hop x y n (x.1 0) (x.1 1) (x.1 2) (x.1 3 + 1) (by omega) (by omega) (by omega)
  · have : y.1 0 < x.1 0 ∨ y.1 1 < x.1 1 ∨ y.1 2 < x.1 2 ∨ y.1 3 < x.1 3 := by omega
    rcases this with g | g | g | g
    · exact hop x y n (x.1 0 - 1) (x.1 1) (x.1 2) (x.1 3) (by omega) (by omega) (by omega)
    · exact hop x y n (x.1 0) (x.1 1 - 1) (x.1 2) (x.1 3) (by omega) (by omega) (by omega)
    · exact hop x y n (x.1 0) (x.1 1) (x.1 2 - 1) (x.1 3) (by omega) (by omega) (by omega)
    · exact hop x y n (x.1 0) (x.1 1) (x.1 2) (x.1 3 - 1) (by omega) (by omega) (by omega)

lemma exists_walk (y : Atom) (n : ℕ) :
    ∀ x, taxicab x y = n → ∃ p : diamond.Walk x y, p.length = n := by
  induction n with
  | zero =>
    intro x h
    have hxy : x = y := by
      apply Subtype.ext
      funext i
      have := (Finset.sum_eq_zero_iff.1 h) i (Finset.mem_univ i)
      omega
    subst hxy
    exact ⟨SimpleGraph.Walk.nil, rfl⟩
  | succ n ih =>
    intro x h
    obtain ⟨z, hz, hn⟩ := exists_closer x y n h
    obtain ⟨p, hp⟩ := ih z hn
    exact ⟨SimpleGraph.Walk.cons hz p, by rw [SimpleGraph.Walk.length_cons, hp]⟩

/-- Any two atoms are joined by bonds, and the least number of bonds between them is the
sum of the absolute differences of their labels. -/
theorem bond_distance (x y : Atom) :
    diamond.Reachable x y ∧ diamond.dist x y = taxicab x y := by
  obtain ⟨p, hp⟩ := exists_walk y _ x rfl
  refine ⟨p.reachable, le_antisymm (hp ▸ SimpleGraph.dist_le p) ?_⟩
  obtain ⟨q, hq⟩ := p.reachable.exists_walk_length_eq_dist
  rw [← hq]
  exact taxicab_le_length q

/-- Tuples of a shell: two square caps (`k = 0, 1`) and four arcs (`k = 2, ..., 5`) of the
loop of tuples whose first two coordinates add up to `s`. -/
def shellPoint (m : ℤ) : ℕ → ℤ → ℤ → Fin 4 → ℤ
  | 0, s, t => ![s, m - s, -t, t - m]
  | 1, s, t => ![-s, s - m, t, m - t]
  | 2, s, t => ![min 0 s + t, max 0 s - t, m - max (max 0 s - min 0 s) t - min 0 s,
      -max 0 s - (m - max (max 0 s - min 0 s) t)]
  | 3, s, t => ![max 0 s + (m - max (max 0 s - min 0 s) t),
      min 0 s - (m - max (max 0 s - min 0 s) t), -min 0 s - t, t - max 0 s]
  | 4, s, t => ![max 0 s - t, min 0 s + t, -max 0 s - (m - max (max 0 s - min 0 s) t),
      m - max (max 0 s - min 0 s) t - min 0 s]
  | _, s, t => ![min 0 s - (m - max (max 0 s - min 0 s) t),
      max 0 s + (m - max (max 0 s - min 0 s) t), t - max 0 s, -min 0 s - t]

/-- The piece and the two parameters belonging to a tuple with first coordinates `a, b, c`. -/
def tag (m a b c : ℤ) : ℕ × ℤ × ℤ :=
  if a + b = m then (0, a, -c) else if a + b = -m then (1, -a, c)
  else if min 0 (a + b) ≤ a ∧ -c < min 0 (a + b) then (2, a + b, a - min 0 (a + b))
  else if max 0 (a + b) < a ∧ min 0 (a + b) ≤ -c then (3, a + b, -c - min 0 (a + b))
  else if a ≤ max 0 (a + b) ∧ max 0 (a + b) < -c then (4, a + b, max 0 (a + b) - a)
  else (5, a + b, max 0 (a + b) + c)

/-- The parameter ranges of the two caps and the four arcs. -/
noncomputable def params (m : ℤ) : Finset (ℕ × ℤ × ℤ) :=
  ({0, 1} : Finset ℕ) ×ˢ (Icc 0 m ×ˢ Icc 0 m) ∪
    ({2, 3, 4, 5} : Finset ℕ) ×ˢ (Ioo (-m) m ×ˢ Ico 0 m)

lemma card_params {m : ℕ} (hm : 1 ≤ m) : (params m).card = 10 * m ^ 2 + 2 := by
  obtain ⟨n, rfl⟩ := Nat.exists_eq_add_of_le' hm
  have c1 : (Icc (0 : ℤ) ((n + 1 : ℕ) : ℤ)).card = n + 2 := by rw [Int.card_Icc]; omega
  have c2 : (Ioo (-((n + 1 : ℕ) : ℤ)) ((n + 1 : ℕ) : ℤ)).card = 2 * n + 1 := by
    rw [Int.card_Ioo]; omega
  have c3 : (Ico (0 : ℤ) ((n + 1 : ℕ) : ℤ)).card = n + 1 := by rw [Int.card_Ico]; omega
  have k1 : ({0, 1} : Finset ℕ).card = 2 := rfl
  have k2 : ({2, 3, 4, 5} : Finset ℕ).card = 4 := rfl
  have hd : Disjoint ({0, 1} : Finset ℕ) {2, 3, 4, 5} := by decide
  rw [params, Finset.card_union_of_disjoint]
  · simp only [Finset.card_product, c1, c2, c3, k1, k2]
    ring
  · exact Finset.disjoint_left.2 fun p h1 h2 =>
      Finset.disjoint_left.1 hd (Finset.mem_product.1 h1).1 (Finset.mem_product.1 h2).1

lemma shellPoint_spec (m : ℕ) (hm : 1 ≤ m) (k : ℕ) (s t : ℤ) (hp : (k, s, t) ∈ params m) :
    shellPoint m k s t ∈ shell m ∧ tag m (shellPoint m k s t 0) (shellPoint m k s t 1)
      (shellPoint m k s t 2) = (k, s, t) := by
  have ok : ∀ (a b c d : ℤ) (q : ℕ × ℤ × ℤ), a + b + c + d = 0 →
      a.natAbs + b.natAbs + c.natAbs + d.natAbs = 2 * m → tag m a b c = q →
      ![a, b, c, d] ∈ shell m ∧
        tag m (![a, b, c, d] 0) (![a, b, c, d] 1) (![a, b, c, d] 2) = q :=
    fun a b c d q h1 h2 h3 => ⟨⟨by rw [Fin.sum_univ_four]; exact h1,
      by rw [Fin.sum_univ_four]; exact h2⟩, h3⟩
  simp only [params, Finset.mem_union, Finset.mem_product, Finset.mem_insert,
    Finset.mem_singleton, Finset.mem_Icc, Finset.mem_Ioo, Finset.mem_Ico] at hp
  rcases hp with ⟨rfl | rfl, h⟩ | ⟨rfl | rfl | rfl | rfl, h⟩ <;> simp only [shellPoint] <;>
    refine ok _ _ _ _ _ (by omega) (by omega) ?_ <;> unfold tag
  · rw [if_pos (by omega)]; simp only [Prod.mk.injEq, true_and]; omega
  · rw [if_neg (by omega), if_pos (by omega)]
    simp only [Prod.mk.injEq, true_and, and_true]; omega
  · rw [if_neg (by omega), if_neg (by omega), if_pos (by omega)]
    simp only [Prod.mk.injEq, true_and]; omega
  · rw [if_neg (by omega), if_neg (by omega), if_neg (by omega), if_pos (by omega)]
    simp only [Prod.mk.injEq, true_and]; omega
  · rw [if_neg (by omega), if_neg (by omega), if_neg (by omega), if_neg (by omega),
      if_pos (by omega)]
    simp only [Prod.mk.injEq, true_and]; omega
  · rw [if_neg (by omega), if_neg (by omega), if_neg (by omega), if_neg (by omega),
      if_neg (by omega)]
    simp only [Prod.mk.injEq, true_and]; omega

lemma exists_params (m : ℕ) (x : Fin 4 → ℤ) (hx : x ∈ shell m) :
    ∃ p ∈ params m, shellPoint m p.1 p.2.1 p.2.2 = x := by
  obtain ⟨h1, h2⟩ := hx
  rw [Fin.sum_univ_four] at h1 h2
  have cap : ∀ (k : ℕ) (s t : ℤ), k ∈ ({0, 1} : Finset ℕ) →
      (0 ≤ s ∧ s ≤ m) ∧ (0 ≤ t ∧ t ≤ m) → (k, s, t) ∈ params m := fun k s t hk h =>
    Finset.mem_union_left _ (Finset.mem_product.2 ⟨hk, Finset.mem_product.2
      ⟨Finset.mem_Icc.2 h.1, Finset.mem_Icc.2 h.2⟩⟩)
  have arc : ∀ (k : ℕ) (s t : ℤ), k ∈ ({2, 3, 4, 5} : Finset ℕ) →
      (-(m : ℤ) < s ∧ s < m) ∧ (0 ≤ t ∧ t < m) → (k, s, t) ∈ params m := fun k s t hk h =>
    Finset.mem_union_right _ (Finset.mem_product.2 ⟨hk, Finset.mem_product.2
      ⟨Finset.mem_Ioo.2 h.1, Finset.mem_Ico.2 h.2⟩⟩)
  by_cases e0 : x 0 + x 1 = m
  · refine ⟨(0, x 0, -x 2), cap _ _ _ (by decide) (by omega), ?_⟩
    simp only [shellPoint]; exact vec_eq (by omega)
  by_cases e1 : x 0 + x 1 = -m
  · refine ⟨(1, -x 0, x 2), cap _ _ _ (by decide) (by omega), ?_⟩
    simp only [shellPoint]; exact vec_eq (by omega)
  by_cases e2 : min 0 (x 0 + x 1) ≤ x 0 ∧ -x 2 < min 0 (x 0 + x 1)
  · refine ⟨(2, x 0 + x 1, x 0 - min 0 (x 0 + x 1)), arc _ _ _ (by decide) (by omega), ?_⟩
    simp only [shellPoint]; exact vec_eq (by omega)
  by_cases e3 : max 0 (x 0 + x 1) < x 0 ∧ min 0 (x 0 + x 1) ≤ -x 2
  · refine ⟨(3, x 0 + x 1, -x 2 - min 0 (x 0 + x 1)), arc _ _ _ (by decide) (by omega), ?_⟩
    simp only [shellPoint]; exact vec_eq (by omega)
  by_cases e4 : x 0 ≤ max 0 (x 0 + x 1) ∧ max 0 (x 0 + x 1) < -x 2
  · refine ⟨(4, x 0 + x 1, max 0 (x 0 + x 1) - x 0), arc _ _ _ (by decide) (by omega), ?_⟩
    simp only [shellPoint]; exact vec_eq (by omega)
  · refine ⟨(5, x 0 + x 1, max 0 (x 0 + x 1) + x 2), arc _ _ _ (by decide) (by omega), ?_⟩
    simp only [shellPoint]; exact vec_eq (by omega)

/-- For `m ≥ 1`, exactly `10m² + 2` integer 4-tuples have coordinate sum zero and sum of
absolute values `2m`. -/
theorem card_shell {m : ℕ} (hm : 1 ≤ m) : (shell m).ncard = 10 * m ^ 2 + 2 := by
  have himg : (fun p : ℕ × ℤ × ℤ => shellPoint m p.1 p.2.1 p.2.2) '' (params m : Set _)
      = shell m := by
    ext x
    constructor
    · rintro ⟨p, hp, rfl⟩
      exact (shellPoint_spec m hm p.1 p.2.1 p.2.2 hp).1
    · intro hx
      obtain ⟨p, hp, h⟩ := exists_params m x hx
      exact ⟨p, hp, h⟩
  have hinj : Set.InjOn (fun p : ℕ × ℤ × ℤ => shellPoint m p.1 p.2.1 p.2.2)
      (params m : Set _) := by
    intro p hp q hq h
    have h' : shellPoint m p.1 p.2.1 p.2.2 = shellPoint m q.1 q.2.1 q.2.2 := h
    have e1 := (shellPoint_spec m hm p.1 p.2.1 p.2.2 hp).2
    rw [h'] at e1
    exact e1.symm.trans (shellPoint_spec m hm q.1 q.2.1 q.2.2 hq).2
  rw [← himg, Set.InjOn.ncard_image hinj, Set.ncard_coe_finset, card_params hm]

/-- Even terms of the diamond coordination sequence: for `m ≥ 1`, exactly `10m² + 2` atoms
are reached from a given atom in `2m` bonds but no fewer. -/
theorem coordination_sequence_even (a : Atom) {m : ℕ} (hm : 1 ≤ m) :
    {x : Atom | diamond.dist a x = 2 * m}.ncard = 10 * m ^ 2 + 2 := by
  have hinj : Function.Injective (fun (x : Atom) (i : Fin 4) => a.1 i - x.1 i) := by
    intro x y h
    apply Subtype.ext
    funext i
    have hi : a.1 i - x.1 i = a.1 i - y.1 i := congrFun h i
    omega
  have himg : (fun (x : Atom) (i : Fin 4) => a.1 i - x.1 i) ''
      {x : Atom | diamond.dist a x = 2 * m} = shell m := by
    ext z
    constructor
    · rintro ⟨x, hx, rfl⟩
      have hd : taxicab a x = 2 * m := (bond_distance a x).2.symm.trans hx
      refine ⟨?_, hd⟩
      -- an even number of bonds leads back to the same sublattice
      change ∑ i, (a.1 i - x.1 i) = 0
      have h1 := a.2
      have h2 := x.2
      simp only [taxicab, Fin.sum_univ_four] at hd h1 h2 ⊢
      omega
    · rintro ⟨h1, h2⟩
      refine ⟨⟨fun i => a.1 i - z i, ?_⟩, ?_, ?_⟩
      · rw [Finset.sum_sub_distrib, h1, sub_zero]
        exact a.2
      · refine (bond_distance a _).2.trans ?_
        simp only [taxicab, sub_sub_cancel]
        exact h2
      · funext i
        exact sub_sub_cancel _ _
  rw [← card_shell hm, ← himg, Set.ncard_image_of_injective _ hinj]

end DiamondCoordination
```

```lean
#print axioms DiamondCoordination.position_range
-- 'DiamondCoordination.position_range' depends on axioms: [propext, Classical.choice, Quot.sound]
#print axioms DiamondCoordination.three_le_sqDist
-- 'DiamondCoordination.three_le_sqDist' depends on axioms: [propext, Classical.choice, Quot.sound]
#print axioms DiamondCoordination.coordination_sequence_even
-- 'DiamondCoordination.coordination_sequence_even' depends on axioms: [propext, Classical.choice, Quot.sound]
```
